# The matrices of J_x, J_y and J_z are Hermitian for every spin j = n/2

The theorem `spin_star` says that each Cartesian component of the angular momentum of a single spin j = n/2, with n any natural number, is represented by a Hermitian matrix. The matrices are complex, of size n + 1, and written without a factor of ħ; J_x and J_y are built from the raising matrix and its conjugate transpose, while J_z is diagonal with entries k − n/2 for k = 0, …, n. Mathematically, the claim is that `star` leaves each of the three matrices unchanged. The proof takes the components one at a time: for J_x and J_y it carries `star` through the scalar and the sum or difference, and for J_z it checks that the diagonal entries are real.

As first written in Lean, the proof fails:

```lean
import Mathlib

open Complex (I)
open scoped ComplexOrder

noncomputable section

namespace QuadrupoleTensor

variable {A : Type*} [Ring A] [Algebra ℂ A]

/-- The components `(p + m)/2, (p - m)/(2i), z` built from ladder operators `p`, `m` and `z`. -/
def ofLadder (p m z : A) : Fin 3 → A := ![(1 / 2 : ℂ) • (p + m), (-I / 2) • (p - m), z]

/-- The ladder amplitude `√((k+1)(n-k))` between levels `k` and `k+1`, for `k ≤ n = 2j`. -/
def amp (n k : ℕ) : ℝ := √(((k : ℝ) + 1) * ((n : ℝ) - k))

/-- The raising matrix of spin `j = n/2`; level `k` has magnetic number `k - n/2`. -/
def spinRaise (n : ℕ) : Matrix (Fin (n + 1)) (Fin (n + 1)) ℂ :=
  Matrix.of fun k l => if (k : ℕ) = (l : ℕ) + 1 then (amp n l : ℂ) else 0

/-- The diagonal matrix `J_z` of spin `j = n/2`. -/
def spinZ (n : ℕ) : Matrix (Fin (n + 1)) (Fin (n + 1)) ℂ :=
  Matrix.diagonal fun k => ((k : ℕ) : ℂ) - n / 2

/-- The spin matrices `J_x, J_y, J_z` of spin `j = n/2`. -/
def spin (n : ℕ) : Fin 3 → Matrix (Fin (n + 1)) (Fin (n + 1)) ℂ :=
  ofLadder (spinRaise n) (star (spinRaise n)) (spinZ n)

/-- The spin matrices are Hermitian. -/
theorem spin_star (n : ℕ) (a : Fin 3) : star (spin n a) = spin n a := by
  have hI : star (-I / 2) = I / 2 := by simp
  have hh : star (1 / 2 : ℂ) = 1 / 2 := by simp
  match a with
  | 0 =>
    change star ((1 / 2 : ℂ) • (spinRaise n + star (spinRaise n)))
      = (1 / 2 : ℂ) • (spinRaise n + star (spinRaise n))
    rw [star_smul, star_add, star_star, hh, add_comm]
  | 1 =>
    change star ((-I / 2) • (spinRaise n - star (spinRaise n)))
      = (-I / 2) • (spinRaise n - star (spinRaise n))
    rw [star_smul, star_sub, star_star, hI]
    module
  | 2 =>
    change star (spinZ n) = spinZ n
    rw [spinZ, Matrix.star_eq_conjTranspose, Matrix.diagonal_conjTranspose]
    congr 1
    funext k
    simp

end QuadrupoleTensor
```

The error:

```
Main.lean:38:44: error: Tactic `rewrite` failed: motive is not type correct:
  fun _a => (1 / 2) • (star (spinRaise n) + spinRaise n) = (1 / 2) • (spinRaise n + star (spinRaise n))
Error: Application type mismatch: The argument
  spinRaise n
has type
  Matrix (Fin (n + 1)) (Fin (n + 1)) ℂ
but is expected to have type
  Matrix (Fin _a) (Fin _a) ℂ
in the application
  star (spinRaise n)

Explanation: The rewrite tactic rewrites an expression 'e' using an equality 'a = b' by the following process. First, it looks for all 'a' in 'e'. Second, it tries to abstract these occurrences of 'a' to create a function 'm := fun _a => ...', called the *motive*, with the property that 'm a' is definitionally equal to 'e'. Third, we observe that 'congrArg' implies that 'm a = m b', which can be used with lemmas such as 'Eq.mpr' to change the goal. However, if 'e' depends on specific properties of 'a', then the motive 'm' might not typecheck.

Possible solutions: use rewrite's 'occs' configuration option to limit which occurrences are rewritten, or use 'simp' or 'conv' mode, which have strategies for certain kinds of dependencies (these tactics can handle proofs and 'Decidable' instances whose types depend on the rewritten term, and 'simp' can apply user-defined '@[congr]' theorems as well).

n : ℕ
a : Fin 3
hI : star (-I / 2) = I / 2
hh : star (1 / 2) = 1 / 2
⊢ (1 / 2) • (star (spinRaise n) + spinRaise n) = (1 / 2) • (spinRaise n + star (spinRaise n))
```

Lean accepts the file once it reads:

```diff
@@ -36,5 +36,6 @@
     change star ((1 / 2 : ℂ) • (spinRaise n + star (spinRaise n)))
       = (1 / 2 : ℂ) • (spinRaise n + star (spinRaise n))
-    rw [star_smul, star_add, star_star, hh, add_comm]
+    rw [star_smul, star_add, star_star, hh]
+    module
   | 1 =>
     change star ((-I / 2) • (spinRaise n - star (spinRaise n)))
```

Diagnosis. The error is in the J_x case, at the final rewrite by `add_comm`. By then the goal is right except for the order of the two matrices in the sum on the left. But `add_comm` was given no arguments, so its pattern fits any addition, including the `n + 1` inside the matrix type `Matrix (Fin (n + 1)) (Fin (n + 1)) ℂ`. That is the one `rw` picked, as the motive shows: the matrix sums are still there, while the size in the expected type has become `_a`. Since `spinRaise n` has size `n + 1` and not an arbitrary `_a`, the motive does not type-check.

The repair drops `add_comm` from the rewrite list and closes the remaining goal with `module`. This tactic proves the equality by the laws of addition and scalar multiplication, among them commutativity of matrix addition, so no particular `+` has to be picked out for rewriting.
